# Changing the Kerker parameter alters the filter most at the geometric-mean wavenumber

When charge sloshing slows down a plane-wave SCF calculation, I change the Kerker screening parameter and restart. The filter multiplies the residual component at squared wavenumber $w=|G|^2$ by $w/(w+s)$, where $s>0$ is the squared screening wavenumber. In absolute terms, going from $s$ to $t$ should change this factor little for very long and very short waves, and most at $w=\sqrt{st}$, where it changes by $|\sqrt s-\sqrt t|/(\sqrt s+\sqrt t)$. Can this be made rigorous and machine-checked, including the claim that no other $w$ does as well?

## An exact formula for the change

Yes. Write $s=a^2$ and $t=b^2$ with $a,b>0$, and let $w\ge 0$. Over a common denominator,

$$\frac{w}{w+a^2}-\frac{w}{w+b^2}=\frac{w(b^2-a^2)}{(w+a^2)(w+b^2)}=\frac{b-a}{a+b}\cdot\frac{w(a+b)^2}{(w+a^2)(w+b^2)}.$$

Expanding both sides confirms that

$$(w+a^2)(w+b^2)=w(a+b)^2+(w-ab)^2.$$

The last fraction is therefore $1-(w-ab)^2/\big((w+a^2)(w+b^2)\big)$. It is nonnegative, so taking absolute values gives

$$\left|\frac{w}{w+s}-\frac{w}{w+t}\right|=\frac{|\sqrt s-\sqrt t|}{\sqrt s+\sqrt t}\left(1-\frac{(w-\sqrt{st})^2}{(w+s)(w+t)}\right).$$

The bracket equals $w(\sqrt s+\sqrt t)^2/\big((w+s)(w+t)\big)$, which tends to 0 as $w\to0$ and as $w\to\infty$, so the factor changes little for very long and very short waves. This is the absolute change. For $w>0$ the ratio of the two factors is $(w+t)/(w+s)$, which tends to $t/s$ as $w\to0$, so the relative change is largest for long waves, the ones involved in charge sloshing. These limits are read off by hand and are not separate Lean theorems. The bracket is at most 1, with equality only at $w=\sqrt{st}$. If $s\ne t$, the prefactor is positive and the maximiser is unique. For $s=1$ and $t=4$, the largest change is $1/3$, at $w=2$.

Two consequences follow:

- **Reflection.** For $w>0$, replacing $w$ by $st/w$ turns $w/(w+s)$ into $t/(w+t)=1-w/(w+t)$, and likewise with $s$ and $t$ exchanged. The difference of the filters is unchanged.
- **One mixing step.** With the same density, residual $r$ and step length $\alpha$, the two new densities differ in component $G$ by $\alpha$ times the filter difference times $r_G$. Bounding each squared modulus and summing gives at most $\alpha^2\big(|\sqrt s-\sqrt t|/(\sqrt s+\sqrt t)\big)^2\sum_G|r_G|^2$.

## What the Lean theorems say

`kerker s w` is the filter. In `kerker_max_sensitivity`, `Set.Ici 0` is the half-line $w\ge0$, and `IsGreatest` says that the stated value is taken there and never exceeded. The second part gives the unique maximiser for `s ≠ t`. `most_sensitive_wavenumber` restates this for screening wavenumbers $k\neq l$: the maximal change $|k-l|/(k+l)$ occurs exactly at $q=\sqrt{kl}$.

`kerkerStep` is one mixing step, and `kerkerStep_sensitivity` bounds its change for finitely many complex Fourier components, labelled by `ι`, with real `α` and any nonnegative values `w G`. A calculation samples only discrete $|G|^2$, so the bound holds there but need not be reached. The theorem compares single linear mixing steps from identical input; it does not address convergence of the SCF cycle or how the residual responds to the density.

Positivity of both parameters matters. Take $s=0$, which is unfiltered mixing, and $t=1$. For $w>0$ the change is $1/(w+1)<1$, and at $w=0$ Lean's convention $0/0=0$ makes it 0. The formula's value 1 is approached but never attained.

```lean
import Mathlib

open Finset

namespace KerkerSensitivity

noncomputable section

/-- The Kerker filter at squared wavenumber `w`, with squared screening wavenumber `s`. -/
def kerker (s w : ℝ) : ℝ := w / (w + s)

/-- One Kerker-preconditioned linear mixing step: the Fourier component `G` of the density `ρ`
is shifted by the filtered residual `r G`, scaled by the step length `α`. -/
def kerkerStep {ι : Type*} (α s : ℝ) (w : ι → ℝ) (ρ r : ι → ℂ) : ι → ℂ :=
  fun G => ρ G + ((α * kerker s (w G) : ℝ) : ℂ) * r G

/-- The difference of two Kerker filters with screening wavenumbers `a` and `b`, in factored
form. -/
theorem kerker_sub_eq {a b w : ℝ} (ha : 0 < a) (hb : 0 < b) (hw : 0 ≤ w) :
    kerker (a ^ 2) w - kerker (b ^ 2) w =
      (b - a) / (a + b) * (w * (a + b) ^ 2 / ((w + a ^ 2) * (w + b ^ 2))) := by
  have h1 : w + a ^ 2 ≠ 0 := by positivity
  have h2 : w + b ^ 2 ≠ 0 := by positivity
  have h3 : a + b ≠ 0 := by positivity
  unfold kerker
  field_simp
  ring

/-- The change of the filter between parameters `s` and `t` equals `|√s - √t| / (√s + √t)` times `1
- (w - √(s t))² / ((w + s) (w + t))`. -/
theorem abs_kerker_sub {s t w : ℝ} (hs : 0 < s) (ht : 0 < t) (hw : 0 ≤ w) :
    |kerker s w - kerker t w| =
      |√s - √t| / (√s + √t) * (1 - (w - √(s * t)) ^ 2 / ((w + s) * (w + t))) := by
  -- pass to the screening wavenumbers a = √s and b = √t
  obtain ⟨a, ha, rfl⟩ : ∃ a : ℝ, 0 < a ∧ s = a ^ 2 :=
    ⟨√s, Real.sqrt_pos.2 hs, (Real.sq_sqrt hs.le).symm⟩
  obtain ⟨b, hb, rfl⟩ : ∃ b : ℝ, 0 < b ∧ t = b ^ 2 :=
    ⟨√t, Real.sqrt_pos.2 ht, (Real.sq_sqrt ht.le).symm⟩
  have hab : 0 < a + b := add_pos ha hb
  have h1 : w + a ^ 2 ≠ 0 := by positivity
  have h2 : w + b ^ 2 ≠ 0 := by positivity
  -- (w + a²)(w + b²) = w (a + b)² + (w - a b)²
  have key : 1 - (w - a * b) ^ 2 / ((w + a ^ 2) * (w + b ^ 2)) =
      w * (a + b) ^ 2 / ((w + a ^ 2) * (w + b ^ 2)) := by
    field_simp
    ring
  have hnn : 0 ≤ w * (a + b) ^ 2 / ((w + a ^ 2) * (w + b ^ 2)) := by positivity
  rw [show a ^ 2 * b ^ 2 = (a * b) ^ 2 by ring, Real.sqrt_sq (mul_pos ha hb).le,
    Real.sqrt_sq ha.le, Real.sqrt_sq hb.le, key, kerker_sub_eq ha hb hw, abs_mul, abs_div,
    abs_of_pos hab, abs_of_nonneg hnn, abs_sub_comm b a]

/-- At every squared wavenumber the filter changes by at most `|√s - √t| / (√s + √t)`. -/
theorem abs_kerker_sub_le {s t w : ℝ} (hs : 0 < s) (ht : 0 < t) (hw : 0 ≤ w) :
    |kerker s w - kerker t w| ≤ |√s - √t| / (√s + √t) := by
  rw [abs_kerker_sub hs ht hw]
  have hx : 0 ≤ (w - √(s * t)) ^ 2 / ((w + s) * (w + t)) := by positivity
  exact mul_le_of_le_one_right (by positivity) (by linarith)

/-- The largest change of the Kerker filter over all `w ≥ 0` is `|√s - √t| / (√s + √t)`, and for
`s ≠ t` it is attained exactly at the geometric mean `w = √(s t)`. -/
theorem kerker_max_sensitivity {s t : ℝ} (hs : 0 < s) (ht : 0 < t) :
    IsGreatest ((fun w => |kerker s w - kerker t w|) '' Set.Ici 0)
        (|√s - √t| / (√s + √t)) ∧
      (s ≠ t → ∀ w, 0 ≤ w →
        (|kerker s w - kerker t w| = |√s - √t| / (√s + √t) ↔ w = √(s * t))) := by
  have hmax : |kerker s (√(s * t)) - kerker t (√(s * t))| = |√s - √t| / (√s + √t) := by
    rw [abs_kerker_sub hs ht (Real.sqrt_nonneg _), sub_self, zero_pow two_ne_zero, zero_div,
      sub_zero, mul_one]
  refine ⟨⟨⟨√(s * t), Real.sqrt_nonneg _, hmax⟩, ?_⟩, ?_⟩
  · rintro _ ⟨w, hw, rfl⟩
    exact abs_kerker_sub_le hs ht hw
  · intro hst w hw
    constructor
    · intro h
      rw [abs_kerker_sub hs ht hw] at h
      have hd : 0 < |√s - √t| :=
        abs_pos.2 (sub_ne_zero.2 fun e => hst ((Real.sqrt_inj hs.le ht.le).1 e))
      have hsum : 0 < √s + √t := add_pos (Real.sqrt_pos.2 hs) (Real.sqrt_pos.2 ht)
      have hM : |√s - √t| / (√s + √t) ≠ 0 := (div_pos hd hsum).ne'
      -- equality forces the deficit term to vanish
      have h0 : |√s - √t| / (√s + √t) *
          ((w - √(s * t)) ^ 2 / ((w + s) * (w + t))) = 0 := by
        linear_combination -h
      have hx := (mul_eq_zero.1 h0).resolve_left hM
      have hden : (w + s) * (w + t) ≠ 0 := by positivity
      have hnum := (div_eq_zero_iff.1 hx).resolve_right hden
      exact sub_eq_zero.1 ((pow_eq_zero_iff two_ne_zero).1 hnum)
    · rintro rfl
      exact hmax

/-- The difference of the two filters takes the same value at `w` and at `s t / w`. -/
theorem kerker_sub_reflect {s t w : ℝ} (hs : 0 < s) (ht : 0 < t) (hw : 0 < w) :
    kerker s (s * t / w) - kerker t (s * t / w) = kerker s w - kerker t w := by
  have h1 : w + s ≠ 0 := by positivity
  have h2 : w + t ≠ 0 := by positivity
  have e1 : s * t / w + s = s * (w + t) / w := by
    field_simp
    ring
  have e2 : s * t / w + t = t * (w + s) / w := by
    field_simp
    ring
  unfold kerker
  rw [e1, e2]
  field_simp
  ring

/-- For two different screening wavenumbers `k` and `l`, the filter changes by the amount
`|k - l| / (k + l)` exactly at the wavenumber `q = √(k l)`. -/
theorem most_sensitive_wavenumber {k l q : ℝ} (hk : 0 < k) (hl : 0 < l) (hkl : k ≠ l)
    (hq : 0 ≤ q) :
    |kerker (k ^ 2) (q ^ 2) - kerker (l ^ 2) (q ^ 2)| = |k - l| / (k + l) ↔
      q = √(k * l) := by
  have hne : k ^ 2 ≠ l ^ 2 := by
    intro h
    apply hkl
    rw [← Real.sqrt_sq hk.le, h, Real.sqrt_sq hl.le]
  have h := (kerker_max_sensitivity (pow_pos hk 2) (pow_pos hl 2)).2 hne (q ^ 2) (sq_nonneg q)
  rw [show k ^ 2 * l ^ 2 = (k * l) ^ 2 by ring, Real.sqrt_sq (mul_pos hk hl).le,
    Real.sqrt_sq hk.le, Real.sqrt_sq hl.le] at h
  rw [h]
  constructor
  · intro e
    rw [← e, Real.sqrt_sq hq]
  · intro e
    rw [e, Real.sq_sqrt (mul_pos hk hl).le]

/-- The squared distance between the densities mixed with parameters `s` and `t` is at most
`(α |√s - √t| / (√s + √t))²` times the squared norm of the residual. -/
theorem kerkerStep_sensitivity {ι : Type*} [Fintype ι] {s t : ℝ} (hs : 0 < s) (ht : 0 < t)
    (α : ℝ) (w : ι → ℝ) (hw : ∀ G, 0 ≤ w G) (ρ r : ι → ℂ) :
    ∑ G, ‖kerkerStep α s w ρ r G - kerkerStep α t w ρ r G‖ ^ 2 ≤
      (α * (|√s - √t| / (√s + √t))) ^ 2 * ∑ G, ‖r G‖ ^ 2 := by
  rw [Finset.mul_sum]
  refine Finset.sum_le_sum fun G _ => ?_
  -- the old density cancels and each component is rescaled by a real number
  have e : kerkerStep α s w ρ r G - kerkerStep α t w ρ r G =
      ((α * (kerker s (w G) - kerker t (w G)) : ℝ) : ℂ) * r G := by
    unfold kerkerStep
    push_cast
    ring
  have hb := pow_le_pow_left₀ (abs_nonneg _) (abs_kerker_sub_le hs ht (hw G)) 2
  rw [sq_abs] at hb
  rw [e, norm_mul, Complex.norm_real, Real.norm_eq_abs, mul_pow, sq_abs, mul_pow, mul_pow]
  exact mul_le_mul_of_nonneg_right (mul_le_mul_of_nonneg_left hb (sq_nonneg α)) (sq_nonneg _)

end

end KerkerSensitivity
```

```lean
#print axioms KerkerSensitivity.kerker_sub_reflect
#print axioms KerkerSensitivity.most_sensitive_wavenumber
#print axioms KerkerSensitivity.kerkerStep_sensitivity
```

```
'KerkerSensitivity.kerker_sub_reflect' depends on axioms: [propext, Classical.choice, Quot.sound]
'KerkerSensitivity.most_sensitive_wavenumber' depends on axioms: [propext, Classical.choice, Quot.sound]
'KerkerSensitivity.kerkerStep_sensitivity' depends on axioms: [propext, Classical.choice, Quot.sound]
```

## How the proof follows the algebra

`kerker_sub_eq` is the common-denominator step: `field_simp` clears the denominators and `ring` compares the polynomials. `abs_kerker_sub` adds the identity, as `key`, and takes absolute values. `abs_kerker_sub_le` discards the nonnegative deficit.

The proof turns on the substitution made by `obtain ⟨a, ha, rfl⟩`. To `ring`, `√s` is an opaque symbol, and it does not know that its square is `s`. The pattern `rfl` replaces `s` by `a ^ 2` throughout, and a second `obtain` does the same for `t`. What remains is rational algebra in `a`, `b` and `w`, while `Real.sqrt_sq` turns the roots in the statement back into `a`, `b` and `a * b`.

In `kerker_max_sensitivity`, `hmax` evaluates the formula at $\sqrt{st}$. For uniqueness, `linear_combination -h` turns equality with the maximum into "prefactor times deficit is zero". The prefactor is nonzero, so the square $(w-\sqrt{st})^2$ vanishes.

`kerker_sub_reflect` rewrites the two reflected denominators and simplifies. `most_sensitive_wavenumber` puts squares into the main theorem and takes roots. In `kerkerStep_sensitivity`, `e` cancels the old density, and `Finset.sum_le_sum` adds up the componentwise bounds.
